# At flux π per plaquette, unit-amplitude hopping on a finite periodic square lattice has |E| ≤ 2√2

Let $U$ and $V$ be unitary $n\times n$ complex matrices with $UV=-VU$, and let $H=U+U^\dagger+V+V^\dagger$. Then

$$H^2=(U+U^\dagger)^2+(V+V^\dagger)^2,$$

and every eigenvalue $E$ of $H$ satisfies $|E|\le 2\sqrt2$. The bound is attained by a $2\times2$ example, so the constant cannot be lowered for the class of all such pairs.

## Hopping around a plaquette

A particle on a square lattice hops to its nearest neighbours with unit amplitude. The matrix $U$ moves it one step along the first direction and $V$ one step along the second, each including the phases that a magnetic field attaches to the bonds. The adjoints $U^\dagger$ and $V^\dagger$ are the reverse steps, so $H$ is the sum of all four hops.

Going once around a plaquette multiplies the state by the phase in $UVU^\dagger V^\dagger$. The condition $UV=-VU$ sets this phase to $-1=e^{i\pi}$, which is half a flux quantum per plaquette. Unitarity says that a step loses no probability, as on a lattice with periodic boundaries.

Four unitary terms can give at most $|E|=4$, and without a field this value is reached. At flux $\pi$ the two directions cannot both contribute fully in the same state, and the largest possible $|E|$ drops to $2\sqrt2$.

For this non-interacting model the bound has a direct numerical use: the spectrum of $H/(2\sqrt2)$ lies in $[-1,1]$, the interval needed for a Chebyshev expansion.

## From anticommutation to the energy bound

**The adjoints anticommute too.** Since $UU^\dagger=U^\dagger U=1$,

$$U^\dagger V=U^\dagger(VU)U^\dagger=-U^\dagger UVU^\dagger=-VU^\dagger .$$

Exchanging the roles of $U$ and $V$ gives $UV^\dagger=-V^\dagger U$. Applying the first argument to the pair $U,V^\dagger$ gives $U^\dagger V^\dagger=-V^\dagger U^\dagger$.

**The cross terms cancel.** Write $A=U+U^\dagger$ and $B=V+V^\dagger$. Then $H^2=A^2+B^2+(AB+BA)$, and with $\{X,Y\}=XY+YX$,

$$AB+BA=\{U,V\}+\{U^\dagger,V\}+\{U,V^\dagger\}+\{U^\dagger,V^\dagger\}=0 .$$

**Each direction has a fixed budget.** Put $C=U-U^\dagger$. Expanding without changing the order of factors,

$$A^2=U^2+UU^\dagger+U^\dagger U+(U^\dagger)^2,$$
$$C^\dagger C=(U^\dagger-U)(U-U^\dagger)=U^\dagger U-(U^\dagger)^2-U^2+UU^\dagger .$$

The sum is $2UU^\dagger+2U^\dagger U=4$. For a plane wave with $U=e^{ik}$ this is $4\cos^2k+4\sin^2k=4$. With $D=V-V^\dagger$, the same calculation gives $B^2+D^\dagger D=4$.

**Both directions together.** Since $H^\dagger=H$, adding the two identities gives $H^\dagger H+C^\dagger C+D^\dagger D=8$. Taking the expectation value, here meaning $v^\dagger(\cdot)\,v$ for any vector $v$, normalised or not, yields the sum rule

$$\|Hv\|^2+\|(U-U^\dagger)v\|^2+\|(V-V^\dagger)v\|^2=8\|v\|^2 .$$

**An eigenvector.** If $Hv=Ev$ with $v\neq0$, the first term is $|E|^2\|v\|^2$ and the other two are non-negative. Hence $|E|^2\le8$, which is $|E|\le2\sqrt2$.

## The two-site magnetic cell

Let $\sigma_x,\sigma_z$ be Pauli matrices and $a,b$ real Bloch phases. The choice $U=e^{ia}\sigma_z$, $V=e^{ib}\sigma_x$ is unitary and anticommuting. It gives

$$H=\begin{pmatrix}2\cos a&2\cos b\\2\cos b&-2\cos a\end{pmatrix},\qquad \det(E-H)=E^2-4(\cos^2a+\cos^2b).$$

The two bands are therefore $E=\pm2\sqrt{\cos^2a+\cos^2b}$. They touch at zero energy where both cosines vanish.

At $a=b=0$ the vector $(1+\sqrt2,\,1)$ has energy $2\sqrt2$: the first component of $Hv$ is $2(1+\sqrt2)+2=2\sqrt2(1+\sqrt2)$, and the second is $2(1+\sqrt2)-2=2\sqrt2$. Its squared norm is $4+2\sqrt2$, so the normalised state has site probabilities $(2+\sqrt2)/4$ and $(2-\sqrt2)/4$.

## What happens without each hypothesis

Without anticommutation, take the $1\times1$ matrices $U=V=1$. They are unitary, but $H=4$, which exceeds $2\sqrt2$.

Without unitarity, take $U=2\sigma_z$ and $V=2\sigma_x$. They anticommute, but $H=4(\sigma_z+\sigma_x)$ has the eigenvalue $4\sqrt2$. Unitarity is what fixes the hopping amplitude at one.

## The physics in Lean's terms

The finite type `n` labels the basis sites, a state is a function `v : n → ℂ`, and `Uᴴ` is $U^\dagger$. The definition `hopping U V` is $H$, and `weight v` is $\|v\|^2$, the sum of $|v_i|^2$ over the sites. States need not be normalised. The product `M *ᵥ v` is a matrix acting on a vector.

The main theorems share three hypotheses: `hU` and `hV` place the matrices in `Matrix.unitaryGroup n ℂ`, and `h` is the flux condition `U * V = -(V * U)`. Under them, `hopping_sq` states the formula for $H^2$, and `sum_rule` states the sum rule for every `v`. The theorem `eigenvalue_bound` says that if `v ≠ 0` and `hopping U V *ᵥ v = E • v`, then `‖E‖ ≤ 2 * Real.sqrt 2`. Here `E` is allowed to be complex, so its reality is not needed as an input.

No lattice geometry enters these statements. The flux is assumed through the algebra of $U$ and $V$ and is not derived from a vector potential. Open edges, where a step off the boundary makes $U$ non-unitary, are not covered, and neither are unequal amplitudes, disorder or interactions.

For the magnetic cell, `blochU a` and `blochV b` are the two matrices above, and `phase a` is $e^{ia}$. The theorem `bloch_witness` confirms the three hypotheses for all real phases, `bloch_dispersion` gives the determinant, and `bound_attained` gives the eigenvector together with the fact that it is nonzero.

## The infinite lattice as another model

The same physics could be set on the infinite lattice, with $U$ and $V$ as unitary operators on square-summable states. The algebra would be unchanged, and the sum rule would give $\|H\psi\|\le2\sqrt2\,\|\psi\|$ for every state $\psi$. The conclusion would then concern the spectrum instead of eigenvalues, because the Bloch states at the band edge are not normalisable. The matrix version keeps eigenvectors and needs no operator theory.

## The complete file

```lean
import Mathlib

open Matrix

namespace PiFluxLattice

noncomputable section

variable {n : Type*} [Fintype n] [DecidableEq n]

/-- The sum of `U`, `V` and their adjoints. When `U` and `V` are the unitary translations along the
two lattice directions, this is the nearest-neighbour hopping Hamiltonian with unit amplitude. -/
def hopping (U V : Matrix n n ℂ) : Matrix n n ℂ := U + Uᴴ + V + Vᴴ

omit [DecidableEq n] in
/-- The squared norm of a state, the sum of its weights on all sites. -/
def weight (v : n → ℂ) : ℝ := ∑ i, ‖v i‖ ^ 2

omit [DecidableEq n] in
/-- The squared norm of `M v` equals `v† Mᴴ M v`, which is the expectation value of `Mᴴ M` when `v`
is normalised. -/
theorem weight_mulVec (M : Matrix n n ℂ) (v : n → ℂ) :
    (weight (M *ᵥ v) : ℂ) = star v ⬝ᵥ ((Mᴴ * M) *ᵥ v) := by
  have h : ∀ w : n → ℂ, (weight w : ℂ) = star w ⬝ᵥ w := by
    intro w
    simp only [weight, dotProduct, Pi.star_apply]
    push_cast
    refine Finset.sum_congr rfl fun i _ => ?_
    exact (Complex.conj_mul' (w i)).symm
  rw [h, Matrix.star_mulVec, ← Matrix.dotProduct_mulVec, Matrix.mulVec_mulVec]

/-- If a unitary `U` anticommutes with `V`, then so does the reverse translation `Uᴴ`. -/
theorem adjoint_anticomm {U V : Matrix n n ℂ} (hU : U ∈ Matrix.unitaryGroup n ℂ)
    (h : U * V = -(V * U)) : Uᴴ * V = -(V * Uᴴ) := by
  have h1 : Uᴴ * U = 1 := Matrix.mem_unitaryGroup_iff'.mp hU
  have h2 : U * Uᴴ = 1 := Matrix.mem_unitaryGroup_iff.mp hU
  have h' : V * U = -(U * V) := by rw [h, neg_neg]
  calc Uᴴ * V = Uᴴ * (V * U) * Uᴴ := by
        rw [mul_assoc, mul_assoc V, h2, mul_one]
    _ = -(Uᴴ * U * V * Uᴴ) := by
        rw [h']
        simp only [mul_neg, neg_mul, mul_assoc]
    _ = -(V * Uᴴ) := by rw [h1, one_mul]

/-- At flux π the squared Hamiltonian is the sum of the squared hoppings along the
two directions. -/
theorem hopping_sq {U V : Matrix n n ℂ} (hU : U ∈ Matrix.unitaryGroup n ℂ)
    (hV : V ∈ Matrix.unitaryGroup n ℂ) (h : U * V = -(V * U)) :
    hopping U V ^ 2 = (U + Uᴴ) ^ 2 + (V + Vᴴ) ^ 2 := by
  have a := adjoint_anticomm hU h
  have b' : Vᴴ * U = -(U * Vᴴ) := adjoint_anticomm hV (by rw [h, neg_neg])
  have b : U * Vᴴ = -(Vᴴ * U) := by rw [b', neg_neg]
  have c := adjoint_anticomm hU b
  -- the four anticommutators are exactly the cross terms
  unfold hopping
  linear_combination (norm := noncomm_ring) h + a + b + c

/-- For a unitary translation, the square of `U + Uᴴ` and the product `(U - Uᴴ)ᴴ * (U - Uᴴ)` add up
to four times the identity. -/
theorem even_odd_sq {U : Matrix n n ℂ} (hU : U ∈ Matrix.unitaryGroup n ℂ) :
    (U + Uᴴ) ^ 2 + (U - Uᴴ)ᴴ * (U - Uᴴ) = (4 : ℂ) • (1 : Matrix n n ℂ) := by
  have h1 : Uᴴ * U = 1 := Matrix.mem_unitaryGroup_iff'.mp hU
  have h2 : U * Uᴴ = 1 := Matrix.mem_unitaryGroup_iff.mp hU
  rw [Matrix.conjTranspose_sub, Matrix.conjTranspose_conjTranspose]
  calc (U + Uᴴ) ^ 2 + (Uᴴ - U) * (U - Uᴴ)
      = (U * Uᴴ + U * Uᴴ) + (Uᴴ * U + Uᴴ * U) := by noncomm_ring
    _ = (4 : ℂ) • (1 : Matrix n n ℂ) := by
        rw [h1, h2]
        module

/-- Sum rule at flux π: for every state, the squared norms of `H v`, `(U - Uᴴ) v` and
`(V - Vᴴ) v` add up to eight times the squared norm of `v`. -/
theorem sum_rule {U V : Matrix n n ℂ} (hU : U ∈ Matrix.unitaryGroup n ℂ)
    (hV : V ∈ Matrix.unitaryGroup n ℂ) (h : U * V = -(V * U)) (v : n → ℂ) :
    weight (hopping U V *ᵥ v) + weight ((U - Uᴴ) *ᵥ v) + weight ((V - Vᴴ) *ᵥ v)
      = 8 * weight v := by
  have hH : (hopping U V)ᴴ = hopping U V := by
    simp only [hopping, Matrix.conjTranspose_add, Matrix.conjTranspose_conjTranspose]
    abel
  have key : (hopping U V)ᴴ * hopping U V + (U - Uᴴ)ᴴ * (U - Uᴴ) + (V - Vᴴ)ᴴ * (V - Vᴴ)
      = (8 : ℂ) • (1 : Matrix n n ℂ) := by
    rw [hH, ← pow_two, hopping_sq hU hV h, add_right_comm ((U + Uᴴ) ^ 2),
      even_odd_sq hU, add_assoc, even_odd_sq hV]
    module
  have hv : (weight v : ℂ) = star v ⬝ᵥ v := by
    have h1 := weight_mulVec (1 : Matrix n n ℂ) v
    rwa [Matrix.conjTranspose_one, one_mul, Matrix.one_mulVec] at h1
  -- take the expectation value of the operator identity
  apply Complex.ofReal_injective
  push_cast
  rw [weight_mulVec, weight_mulVec, weight_mulVec, ← dotProduct_add, ← dotProduct_add,
    ← Matrix.add_mulVec, ← Matrix.add_mulVec, key, Matrix.smul_mulVec, Matrix.one_mulVec,
    dotProduct_smul, smul_eq_mul, hv]

/-- Every eigenvalue `E` of the π-flux Hamiltonian satisfies `|E| ≤ 2√2`. -/
theorem eigenvalue_bound {U V : Matrix n n ℂ} (hU : U ∈ Matrix.unitaryGroup n ℂ)
    (hV : V ∈ Matrix.unitaryGroup n ℂ) (h : U * V = -(V * U)) {E : ℂ} {v : n → ℂ}
    (hv : v ≠ 0) (hE : hopping U V *ᵥ v = E • v) : ‖E‖ ≤ 2 * Real.sqrt 2 := by
  have nonneg : ∀ w : n → ℂ, 0 ≤ weight w := fun w =>
    Finset.sum_nonneg fun i _ => sq_nonneg ‖w i‖
  have hpos : 0 < weight v := by
    obtain ⟨i, hi⟩ := Function.ne_iff.mp hv
    have hi' : 0 < ‖v i‖ := norm_pos_iff.mpr hi
    exact Finset.sum_pos' (fun j _ => sq_nonneg ‖v j‖) ⟨i, Finset.mem_univ i, pow_pos hi' 2⟩
  have hscale : weight (E • v) = ‖E‖ ^ 2 * weight v := by
    simp only [weight, Pi.smul_apply, smul_eq_mul, norm_mul, mul_pow, Finset.mul_sum]
  have hs := sum_rule hU hV h v
  rw [hE, hscale] at hs
  have h8 : ‖E‖ ^ 2 ≤ 8 := by
    refine le_of_mul_le_mul_right ?_ hpos
    linarith [nonneg ((U - Uᴴ) *ᵥ v), nonneg ((V - Vᴴ) *ᵥ v)]
  have h2 : Real.sqrt 2 ^ 2 = 2 := Real.sq_sqrt (by norm_num)
  by_contra hlt
  push Not at hlt
  nlinarith [Real.sqrt_nonneg 2]

/-- The Bloch phase factor `exp(i a)`. -/
def phase (a : ℝ) : ℂ := Complex.exp (a * Complex.I)

/-- Translation along the first direction in the two-site magnetic cell. -/
def blochU (a : ℝ) : Matrix (Fin 2) (Fin 2) ℂ := !![phase a, 0; 0, -phase a]

/-- Translation along the second direction in the two-site magnetic cell. -/
def blochV (b : ℝ) : Matrix (Fin 2) (Fin 2) ℂ := !![0, phase b; phase b, 0]

/-- A Bloch phase has modulus one, and the sum with its conjugate is `2 cos a`. -/
theorem phase_facts (a : ℝ) :
    ‖phase a‖ = 1 ∧ phase a + (starRingEnd ℂ) (phase a) = 2 * Complex.cos a := by
  refine ⟨Complex.norm_exp_ofReal_mul_I a, ?_⟩
  rw [Complex.add_conj, phase, Complex.exp_ofReal_mul_I_re]
  push_cast
  ring

/-- For all Bloch phases the two translations of the magnetic cell are unitary and
anticommute. -/
theorem bloch_witness (a b : ℝ) :
    blochU a ∈ Matrix.unitaryGroup (Fin 2) ℂ ∧ blochV b ∈ Matrix.unitaryGroup (Fin 2) ℂ ∧
      blochU a * blochV b = -(blochV b * blochU a) := by
  refine ⟨?_, ?_, ?_⟩
  · rw [Matrix.mem_unitaryGroup_iff, Matrix.star_eq_conjTranspose]
    ext i j
    fin_cases i <;> fin_cases j <;>
      simp [blochU, Matrix.mul_apply, Fin.sum_univ_succ, Complex.mul_conj', (phase_facts a).1]
  · rw [Matrix.mem_unitaryGroup_iff, Matrix.star_eq_conjTranspose]
    ext i j
    fin_cases i <;> fin_cases j <;>
      simp [blochV, Matrix.mul_apply, Fin.sum_univ_succ, Complex.mul_conj', (phase_facts b).1]
  · ext i j
    fin_cases i <;> fin_cases j <;>
      simp [blochU, blochV, Matrix.mul_apply, Fin.sum_univ_succ] <;> ring

/-- The characteristic determinant of the Bloch Hamiltonian at flux π is
`E² - 4 (cos² a + cos² b)`. -/
theorem bloch_dispersion (a b : ℝ) (E : ℂ) :
    (E • (1 : Matrix (Fin 2) (Fin 2) ℂ) - hopping (blochU a) (blochV b)).det
      = E ^ 2 - 4 * (Complex.cos a ^ 2 + Complex.cos b ^ 2) := by
  have hH : hopping (blochU a) (blochV b) = !![2 * Complex.cos a, 2 * Complex.cos b;
      2 * Complex.cos b, -(2 * Complex.cos a)] := by
    ext i j
    fin_cases i <;> fin_cases j <;> simp [hopping, blochU, blochV]
    · linear_combination (phase_facts a).2
    · linear_combination (phase_facts b).2
    · linear_combination (phase_facts b).2
    · linear_combination -(phase_facts a).2
  rw [hH, Matrix.det_fin_two]
  simp
  ring

/-- The bound is attained: at zero Bloch phases the nonzero vector `(1 + √2, 1)` is an
eigenvector with energy `2√2`. -/
theorem bound_attained :
    (![1 + (Real.sqrt 2 : ℂ), 1] : Fin 2 → ℂ) ≠ 0 ∧
      hopping (blochU 0) (blochV 0) *ᵥ ![1 + (Real.sqrt 2 : ℂ), 1]
        = (2 * (Real.sqrt 2 : ℂ)) • ![1 + (Real.sqrt 2 : ℂ), 1] := by
  have hs : (Real.sqrt 2 : ℂ) ^ 2 = 2 := by
    exact_mod_cast Real.sq_sqrt (show (0 : ℝ) ≤ 2 by norm_num)
  have h0 : phase 0 = 1 := by simp [phase]
  have hH : hopping (blochU 0) (blochV 0) = !![2, 2; 2, -2] := by
    ext i j
    fin_cases i <;> fin_cases j <;> simp [hopping, blochU, blochV, h0] <;> norm_num
  constructor
  · intro h
    have h1 := congrFun h 1
    simp at h1
  · rw [hH]
    ext i
    fin_cases i <;> simp [Matrix.mulVec, dotProduct, Fin.sum_univ_succ]
    · linear_combination (-2 : ℂ) * hs
    · ring

end

end PiFluxLattice
```

```lean
#print axioms PiFluxLattice.hopping_sq
-- 'PiFluxLattice.hopping_sq' depends on axioms: [propext, Classical.choice, Quot.sound]
#print axioms PiFluxLattice.eigenvalue_bound
-- 'PiFluxLattice.eigenvalue_bound' depends on axioms: [propext, Classical.choice, Quot.sound]
#print axioms PiFluxLattice.bloch_dispersion
-- 'PiFluxLattice.bloch_dispersion' depends on axioms: [propext, Classical.choice, Quot.sound]
#print axioms PiFluxLattice.bound_attained
-- 'PiFluxLattice.bound_attained' depends on axioms: [propext, Classical.choice, Quot.sound]
```

## How the proof follows the algebra

**Anticommutators.** `adjoint_anticomm` is the first step of the derivation, written as a `calc` chain: it inserts $UU^\dagger=1$, exchanges $V$ and $U$ with a sign, and removes $U^\dagger U$. In `hopping_sq` this lemma is used three times, and with the original hypothesis it supplies the four relations `h`, `a`, `b` and `c`. The `linear_combination` line adds them. Its normaliser `noncomm_ring` expands the products while respecting their order, and confirms that the sum of the four relations accounts for the difference between $H^2$ and $A^2+B^2$.

**The budget of one direction.** `even_odd_sq` expands $A^2+C^\dagger C$ with `noncomm_ring` to two copies each of $UU^\dagger$ and $U^\dagger U$. Unitarity replaces each by the identity, and `module` collects the four copies.

**Expectation values.** `weight_mulVec` proves $\|Mv\|^2=v^\dagger M^\dagger Mv$. The left side is a real number viewed as a complex one, because the right side is computed in $\mathbb C$. In `sum_rule`, the step `hH` shows that $H$ is Hermitian, and `key` is the operator identity with $8$ on the right. The proof then moves the real claim into $\mathbb C$ by `Complex.ofReal_injective`, writes each squared norm as an expectation value, combines the three, and inserts `key`.

**The bound.** In `eigenvalue_bound`, `hpos` obtains $\|v\|^2>0$ from a nonzero component, and `hscale` is $\|Ev\|^2=|E|^2\|v\|^2$. Substituting into the sum rule, discarding the two non-negative terms and cancelling $\|v\|^2$ gives `h8`, which is $|E|^2\le8$. The square root is taken by contradiction: `nlinarith` shows that $|E|>2\sqrt2$ is incompatible with `h8`.

**The example.** `phase_facts` supplies $|e^{ia}|=1$ and $e^{ia}+e^{-ia}=2\cos a$. The first fact gives unitarity in `bloch_witness`, where the matrix equations are checked entry by entry. The second turns the Hamiltonian in `bloch_dispersion` into the real matrix displayed earlier, after which the $2\times2$ determinant formula finishes the calculation. In `bound_attained`, the second component of the vector shows that it is nonzero. The eigenvalue equation is checked by components, and the first of these uses $(\sqrt2)^2=2$, just as in the direct calculation.
